# Finitely many potential–density pairs are supergradient data of a concave energy if and only if they are cyclically monotone

A density is tied to a potential here by an inequality, not by a derivative or a Schrödinger equation. On a finite lattice $L$, a potential $v$ and a density $\rho$ are real functions on the sites, with $v\cdot\rho=\sum_i v_i\rho_i$. The density $\rho$ is a supergradient of the energy $E$ at $v$ if

$$E(w)\le E(v)+(w-v)\cdot\rho\qquad\text{for every potential } w.$$

With $E$ the ground-state energy at fixed particle number, hopping and interaction, ground-state densities satisfy this by the variational principle: the ground state for $v$ is a trial state for $w$, with energy $E(v)+(w-v)\cdot\rho$. The inequality still makes sense at a degeneracy, where $E$ may have a kink and several densities belong to one potential.

```lean
import Mathlib

open Matrix

namespace LatticeDFTReconstruction

noncomputable section

variable {L ι : Type*} [Fintype L]

/-- The density `ρ` is a supergradient of the energy `E` at the potential `v`. -/
def IsSupergradient (E : (L → ℝ) → ℝ) (v ρ : L → ℝ) : Prop :=
  ∀ w, E w ≤ E v + (w - v) ⬝ᵥ ρ
```

In Lean, `L → ℝ` is the type of potentials and of densities, and `⬝ᵥ` is the dot product. The energy is real-valued on all of `L → ℝ`, and no Hamiltonian appears.

## Work along a chain of potentials

The data are pairs $(v_k,\rho_k)$ with $k$ in an index set `ι`. For a sequence of indices $s_0,s_1,\dots,s_n$, define the work

$$W_n(s)=\sum_{k=0}^{n-1}(v_{s_{k+1}}-v_{s_k})\cdot\rho_{s_k}.$$

```lean
/-- The work along the first `n` steps of the index sequence `s`: each change of potential
is paired with the density at the start of the step. -/
def chainWork (v ρ : ι → L → ℝ) (s : ℕ → ι) (n : ℕ) : ℝ :=
  ∑ k ∈ Finset.range n, (v (s (k + 1)) - v (s k)) ⬝ᵥ ρ (s k)
```

The data are called cyclically monotone here if $W_n(s)\ge 0$ whenever $s_n=s_0$. This is the sign for concave functions. In convex analysis the term usually refers to subgradients of convex functions and has the opposite sign, so in that convention it is the pairs $(v_k,-\rho_k)$ that are cyclically monotone. Any length and any repetition of indices is allowed. Lean uses an infinite sequence `s : ℕ → ι`, of which only the entries up to $n$ matter.

```lean
/-- Every closed sequence of potentials has non-negative total work. -/
def CyclicallyMonotone (v ρ : ι → L → ℝ) : Prop :=
  ∀ (n : ℕ) (s : ℕ → ι), s n = s 0 → 0 ≤ chainWork v ρ s n
```

Each step is paired with the density at its start. If the density at its end is used instead, the sign of the condition reverses: supergradient data then give a total of at most zero around a closed chain. Mixing the two conventions would reject valid data.

The candidate energy is the lowest of finitely many planes with heights $u_k$ and slopes $\rho_k$:

$$E_u(w)=\min_k\,\bigl[u_k+(w-v_k)\cdot\rho_k\bigr].$$

```lean
/-- The lowest of the planes with height `u k` at `v k` and slope `ρ k`. -/
def lowerEnvelope [Fintype ι] [Nonempty ι] (u : ι → ℝ) (v ρ : ι → L → ℝ)
    (w : L → ℝ) : ℝ :=
  Finset.univ.inf' Finset.univ_nonempty (fun k => u k + (w - v k) ⬝ᵥ ρ k)
```

## The supergradient inequality bounds energy differences

Suppose that every $\rho_k$ is a supergradient of $E$ at $v_k$. Putting $w=v_{s_{k+1}}$ into the inequality at $v_{s_k}$ gives

$$E(v_{s_{k+1}})-E(v_{s_k})\le(v_{s_{k+1}}-v_{s_k})\cdot\rho_{s_k}.$$

Summing from $k=0$ to $n-1$, the left side telescopes:

$$E(v_{s_n})-E(v_{s_0})\le W_n(s).$$

On a closed chain the left side is zero, so the data are cyclically monotone. The Lean proof does the same sum by induction on `n`, with `hE` supplying the inequality for the last step.

```lean
/-- If each `ρ k` is a supergradient of `E` at `v k`, the energy difference between the ends of a
chain is at most the work along it. -/
theorem energy_difference_le_work (E : (L → ℝ) → ℝ) (v ρ : ι → L → ℝ)
    (hE : ∀ k, IsSupergradient E (v k) (ρ k)) (s : ℕ → ι) (n : ℕ) :
    E (v (s n)) - E (v (s 0)) ≤ chainWork v ρ s n := by
  induction n with
  | zero => simp [chainWork]
  | succ n ih =>
    have h := hE (s n) (v (s (n + 1)))
    unfold chainWork at ih ⊢
    rw [Finset.sum_range_succ]
    linarith
```

Concavity of $E$ plays no part in this direction.

## Non-negative work on closed chains supplies the heights

Cyclic monotonicity says that no closed tour of the potentials has negative total work. The converse direction uses it to find heights $u_k$ with

$$u_j\le u_k+(v_j-v_k)\cdot\rho_k\qquad\text{for all } k,j. \tag{1}$$

Fix a starting index $k_0$, and let $u_j$ be the infimum of the work over all chains from $k_0$ to $j$. Such a chain exists, since one step suffices. If a chain to $j$ has work $W$, a further step back to $k_0$ closes it, so

$$W+(v_{k_0}-v_j)\cdot\rho_j\ge 0,$$

which bounds $W$ from below by a number independent of the chain. The infimum is therefore finite. Next, take any chain to $k$ with work $W$ and add the step to $j$. The longer chain competes in the infimum at $j$, so $u_j\le W+(v_j-v_k)\cdot\rho_k$. Taking the infimum over the chains to $k$ gives (1).

Both arguments append one step to a chain. The following lemma does this by keeping `s` up to position `n` and using `j` afterwards.

```lean
/-- For any chain and any index `j` there is a chain one step longer, with the same start and with
end `j`, whose work is that of the first chain plus that of a step from its end to `j`. -/
theorem chainWork_extend (v ρ : ι → L → ℝ) (s : ℕ → ι) (n : ℕ) (j : ι) :
    ∃ t : ℕ → ι, t 0 = s 0 ∧ t (n + 1) = j ∧
      chainWork v ρ t (n + 1) = chainWork v ρ s n + (v j - v (s n)) ⬝ᵥ ρ (s n) := by
  refine ⟨fun m => if m ≤ n then s m else j, by simp, by simp, ?_⟩
  unfold chainWork
  rw [Finset.sum_range_succ]
  congr 1
  · apply Finset.sum_congr rfl
    intro k hk
    have h1 : k + 1 ≤ n := Finset.mem_range.mp hk
    have h2 : k ≤ n := by omega
    simp only [if_pos h1, if_pos h2]
  · simp
```

In the next proof, `S j` is the set of works of chains ending at `j`. The facts `hne` and `hbd` state that it is non-empty and bounded below. They are needed because Lean's `sInf` returns a default value for other sets. The hypothesis `h` enters only in `hbd`, and `key` is the extension argument.

```lean
/-- Cyclically monotone data admit energies `u k` that satisfy all supergradient
inequalities among the given potentials. -/
theorem exists_energies (v ρ : ι → L → ℝ) (h : CyclicallyMonotone v ρ) :
    ∃ u : ι → ℝ, ∀ k j, u j ≤ u k + (v j - v k) ⬝ᵥ ρ k := by
  rcases isEmpty_or_nonempty ι with hι | ⟨⟨k0⟩⟩
  · exact ⟨fun _ => 0, fun k => isEmptyElim k⟩
  -- the works of all chains from `k0` to `j`
  let S : ι → Set ℝ := fun j =>
    {x | ∃ (n : ℕ) (s : ℕ → ι), s 0 = k0 ∧ s n = j ∧ chainWork v ρ s n = x}
  have hne : ∀ j, (S j).Nonempty := by
    intro j
    obtain ⟨t, h0, h1, -⟩ := chainWork_extend v ρ (fun _ => k0) 0 j
    exact ⟨_, 0 + 1, t, h0, h1, rfl⟩
  -- closing a chain back to `k0` bounds its work from below
  have hbd : ∀ j, BddBelow (S j) := by
    intro j
    refine ⟨-((v k0 - v j) ⬝ᵥ ρ j), ?_⟩
    rintro x ⟨n, s, h0, hn, rfl⟩
    obtain ⟨t, h0', h1', hw⟩ := chainWork_extend v ρ s n k0
    have h2 := h (n + 1) t (by rw [h1', h0', h0])
    rw [hw, hn] at h2
    linarith
  refine ⟨fun j => sInf (S j), fun k j => ?_⟩
  -- a chain to `k` followed by the step to `j` competes in the infimum at `j`
  have key : sInf (S j) - (v j - v k) ⬝ᵥ ρ k ≤ sInf (S k) := by
    apply le_csInf (hne k)
    rintro x ⟨n, s, h0, hn, rfl⟩
    obtain ⟨t, h0', h1', hw⟩ := chainWork_extend v ρ s n j
    have hmem : chainWork v ρ t (n + 1) ∈ S j := ⟨n + 1, t, h0'.trans h0, h1', rfl⟩
    have h2 := csInf_le (hbd j) hmem
    rw [hw, hn] at h2
    linarith
  show sInf (S j) ≤ sInf (S k) + (v j - v k) ⬝ᵥ ρ k
  linarith
```

Without cyclic monotonicity some closed chain has negative work. Repeating it drives the infimum to $-\infty$, and by the telescoping bound no energy fits the data.

## A finite set of pairs makes the lowest plane exist

Finiteness of the data is used when the planes are combined. Write $\ell_k(w)=u_k+(w-v_k)\cdot\rho_k$, so that $E_u\le\ell_k$ for every $k$.

```lean
/-- The lower envelope lies below each of its planes. -/
theorem lowerEnvelope_le [Fintype ι] [Nonempty ι] (u : ι → ℝ) (v ρ : ι → L → ℝ)
    (w : L → ℝ) (k : ι) : lowerEnvelope u v ρ w ≤ u k + (w - v k) ⬝ᵥ ρ k :=
  Finset.inf'_le (fun k => u k + (w - v k) ⬝ᵥ ρ k) (Finset.mem_univ k)
```

For concavity, let $a,b\ge0$ with $a+b=1$. Each plane satisfies

$$\ell_k(ax+by)=a\,\ell_k(x)+b\,\ell_k(y)\ge a\,E_u(x)+b\,E_u(y),$$

and the minimum over $k$ keeps the bound. For the supergradients, (1) says that $u_k\le\ell_j(v_k)$ for every $j$, hence $u_k\le E_u(v_k)$. Therefore

$$E_u(w)\le u_k+(w-v_k)\cdot\rho_k\le E_u(v_k)+(w-v_k)\cdot\rho_k.$$

In Lean, `hplane` is the identity for the planes, `Finset.le_inf'` passes a bound to the minimum, and `h1` is $u_k\le E_u(v_k)$.

```lean
/-- If the energies `u` satisfy the supergradient inequalities among the given potentials,
the lower envelope is concave and has each `ρ k` as supergradient at `v k`. -/
theorem lowerEnvelope_reconstructs [Fintype ι] [Nonempty ι] (u : ι → ℝ)
    (v ρ : ι → L → ℝ) (hu : ∀ k j, u j ≤ u k + (v j - v k) ⬝ᵥ ρ k) :
    ConcaveOn ℝ Set.univ (lowerEnvelope u v ρ) ∧
      ∀ k, IsSupergradient (lowerEnvelope u v ρ) (v k) (ρ k) := by
  constructor
  · refine ⟨convex_univ, fun x _ y _ a b ha hb hab => ?_⟩
    apply Finset.le_inf'
    intro k _
    have hx := mul_le_mul_of_nonneg_left (lowerEnvelope_le u v ρ x k) ha
    have hy := mul_le_mul_of_nonneg_left (lowerEnvelope_le u v ρ y k) hb
    have hplane : u k + (a • x + b • y - v k) ⬝ᵥ ρ k =
        a * (u k + (x - v k) ⬝ᵥ ρ k) + b * (u k + (y - v k) ⬝ᵥ ρ k) := by
      simp only [sub_dotProduct, add_dotProduct, smul_dotProduct, smul_eq_mul]
      linear_combination (v k ⬝ᵥ ρ k - u k) * hab
    rw [hplane, smul_eq_mul, smul_eq_mul]
    linarith
  · intro k w
    have h1 : u k ≤ lowerEnvelope u v ρ (v k) :=
      Finset.le_inf' _ _ (fun j _ => hu j k)
    have h2 := lowerEnvelope_le u v ρ w k
    linarith
```

The equivalence joins the two directions. An empty data set is treated separately, with the zero energy.

```lean
/-- Finitely many potential-density pairs belong to a concave energy, with the densities as
supergradients, if and only if they are cyclically monotone. -/
theorem concave_energy_iff_cyclicallyMonotone [Fintype ι] (v ρ : ι → L → ℝ) :
    (∃ E : (L → ℝ) → ℝ, ConcaveOn ℝ Set.univ E ∧
      ∀ k, IsSupergradient E (v k) (ρ k)) ↔ CyclicallyMonotone v ρ := by
  constructor
  · rintro ⟨E, -, hE⟩ n s hs
    have h := energy_difference_le_work E v ρ hE s n
    rw [hs, sub_self] at h
    exact h
  · intro h
    rcases isEmpty_or_nonempty ι with hι | hι
    · exact ⟨fun _ => 0, concaveOn_const 0 convex_univ, fun k => isEmptyElim k⟩
    · obtain ⟨u, hu⟩ := exists_energies v ρ h
      exact ⟨lowerEnvelope u v ρ, lowerEnvelope_reconstructs u v ρ hu⟩
```

For infinitely many pairs the heights still exist, as `exists_energies` does not assume finiteness, but a real energy on all potentials may not. On one site, take $v_k=1-1/k$ and $\rho_k=-k^2$ for $k\ge1$. These data are cyclically monotone because $\rho$ decreases as $v$ increases. An energy would have to satisfy $E(1)\le E(v_k)-k\le E(0)-k$ for every $k$, which is impossible. The densities in this example are negative, so it is not a physical one. For non-negative densities with a common particle number the slopes $\rho_k$ are bounded, and the infimum of the planes is finite.

For computed potential–density data on a finite lattice, a closed chain of negative work rules out any energy that has all these densities as supergradients. Passing the test yields a concave function, but does not show that any hopping and interaction generate it.

## Particle number and non-negative densities

Two further hypotheses bring the data closer to physical densities: $\sum_i\rho_k(i)=N$ for every $k$ (`hN`) and $\rho_k(i)\ge0$ (`hpos`). Here $N$ is a real number, and no upper limit is set on the occupation of a site.

If $w\le w'$ at every site, non-negativity gives $\ell_k(w)\le\ell_k(w')$ for each plane, and so $E_u(w)\le E_u(w')$. If $c$ is added to the potential at every site, each plane rises by $c\sum_i\rho_k(i)=cN$, and so does their minimum. In the proof, `hpos` enters through `h2` in the monotonicity part, and `hN` through `hshift`.

```lean
/-- For cyclically monotone data with non-negative densities of particle number `N`, the
concave energy can be chosen monotone in the potential and such that a constant shift `c`
of the potential changes it by `c * N`. -/
theorem reconstruction_with_particle_number [Fintype ι] [Nonempty ι] (v ρ : ι → L → ℝ)
    (N : ℝ) (hN : ∀ k, ∑ i, ρ k i = N) (hpos : ∀ k i, 0 ≤ ρ k i)
    (h : CyclicallyMonotone v ρ) :
    ∃ E : (L → ℝ) → ℝ, ConcaveOn ℝ Set.univ E ∧
      (∀ k, IsSupergradient E (v k) (ρ k)) ∧ Monotone E ∧
      ∀ (w : L → ℝ) (c : ℝ), E (fun i => w i + c) = E w + c * N := by
  obtain ⟨u, hu⟩ := exists_energies v ρ h
  obtain ⟨hc, hs⟩ := lowerEnvelope_reconstructs u v ρ hu
  refine ⟨lowerEnvelope u v ρ, hc, hs, ?_, ?_⟩
  · intro w w' hw
    apply Finset.le_inf'
    intro k _
    have h1 := lowerEnvelope_le u v ρ w k
    have h2 : (w - v k) ⬝ᵥ ρ k ≤ (w' - v k) ⬝ᵥ ρ k :=
      Finset.sum_le_sum fun i _ =>
        mul_le_mul_of_nonneg_right (sub_le_sub_right (hw i) (v k i)) (hpos k i)
    linarith
  · intro w c
    -- every plane is shifted by the same amount
    have hshift : ∀ k, ((fun i => w i + c) - v k) ⬝ᵥ ρ k =
        (w - v k) ⬝ᵥ ρ k + c * N := by
      intro k
      simp only [dotProduct, Pi.sub_apply]
      rw [← hN k, Finset.mul_sum, ← Finset.sum_add_distrib]
      apply Finset.sum_congr rfl
      intro i _
      ring
    apply le_antisymm
    · have h1 : lowerEnvelope u v ρ (fun i => w i + c) - c * N ≤
          lowerEnvelope u v ρ w := by
        apply Finset.le_inf'
        intro k _
        have h2 := lowerEnvelope_le u v ρ (fun i => w i + c) k
        rw [hshift k] at h2
        linarith
      linarith
    · apply Finset.le_inf'
      intro k _
      have h2 := lowerEnvelope_le u v ρ w k
      rw [hshift k]
      linarith
```

Neither conclusion survives without its hypothesis. If $\rho_k(i)<0$, raising $v_k$ at site $i$ lowers any energy with this supergradient. If $E$ shifts by $cN$, the supergradient inequality gives $cN\le c\sum_i\rho_k(i)$ for both signs of $c$, which forces the sum to equal $N$.

## Three pairs that pass every pairwise test and fail on a cycle

A closed chain of two steps gives the familiar pairwise condition $(v_j-v_k)\cdot(\rho_j-\rho_k)\le0$ for any two pairs $j$ and $k$. The Lean proof adds the two supergradient inequalities.

```lean
/-- Two supergradients of one energy satisfy the pairwise inequality between changes of
potential and changes of density. -/
theorem pairwise_monotone (E : (L → ℝ) → ℝ) (v v' ρ ρ' : L → ℝ)
    (h : IsSupergradient E v ρ) (h' : IsSupergradient E v' ρ') :
    (v - v') ⬝ᵥ (ρ - ρ') ≤ 0 := by
  have h1 := h v'
  have h2 := h' v
  simp only [sub_dotProduct, dotProduct_sub] at h1 h2 ⊢
  linarith
```

Replacing cyclic monotonicity by this weaker condition breaks the equivalence. Take three sites and

$$\begin{aligned}
v_0&=(0,0,0), & \rho_0&=(3,3,3),\\
v_1&=(1,0,0), & \rho_1&=(2,0,7),\\
v_2&=(0,1,0), & \rho_2&=(6,2,1).
\end{aligned}$$

```lean
/-- Three potentials on a lattice of three sites. -/
def triV : Fin 3 → Fin 3 → ℝ := ![![0, 0, 0], ![1, 0, 0], ![0, 1, 0]]

/-- Three densities on a lattice of three sites. -/
def triRho : Fin 3 → Fin 3 → ℝ := ![![3, 3, 3], ![2, 0, 7], ![6, 2, 1]]
```

Each density sums to 9. The pairwise products are $-1$ for indices 0 and 1, $-1$ for 0 and 2, and $-2$ for 1 and 2, all strictly negative. The cycle $0\to1\to2\to0$ has work

$$(1,0,0)\cdot\rho_0+(-1,1,0)\cdot\rho_1+(0,-1,0)\cdot\rho_2=3-2-2=-1.$$

No energy, concave or not, has these supergradients. Dividing the densities by 9 gives one particle with the same signs throughout, so the large occupations are not the cause.

The Lean proof checks the sums and pairwise products case by case. It then adds the supergradient inequalities for the three steps, whose works are `e0`, `e1` and `e2`, and reaches $0\le-1$.

```lean
/-- The three pairs `triV`, `triRho` have particle number nine and satisfy every pairwise
inequality strictly, yet no energy has these densities as supergradients. -/
theorem pairwise_not_sufficient :
    (∀ k, ∑ i, triRho k i = 9) ∧
    (∀ i j, i ≠ j → (triV i - triV j) ⬝ᵥ (triRho i - triRho j) < 0) ∧
    ¬ ∃ E : (Fin 3 → ℝ) → ℝ, ∀ k, IsSupergradient E (triV k) (triRho k) := by
  refine ⟨?_, ?_, ?_⟩
  · intro k
    fin_cases k <;> norm_num [triRho, Fin.sum_univ_succ]
  · intro i j hij
    fin_cases i <;> fin_cases j <;>
      first
      | exact absurd rfl hij
      | norm_num [triV, triRho, dotProduct, Fin.sum_univ_succ]
  · rintro ⟨E, hE⟩
    -- the cycle 0 → 1 → 2 → 0 has total work -1
    have h01 := hE 0 (triV 1)
    have h12 := hE 1 (triV 2)
    have h20 := hE 2 (triV 0)
    have e0 : (triV 1 - triV 0) ⬝ᵥ triRho 0 = 3 := by
      norm_num [triV, triRho, dotProduct, Fin.sum_univ_succ]
    have hdot : ∀ x y r : Fin 3 → ℝ, (x - y) ⬝ᵥ r =
        (x 0 - y 0) * r 0 + (x 1 - y 1) * r 1 + (x 2 - y 2) * r 2 :=
      fun x y r => Fin.sum_univ_three (fun i => (x i - y i) * r i)
    have e1 : (triV 2 - triV 1) ⬝ᵥ triRho 1 = -2 := by
      rw [hdot]
      change ((0 : ℝ) - 1) * 2 + (1 - 0) * 0 + (0 - 0) * 7 = -2
      norm_num
    have e2 : (triV 0 - triV 2) ⬝ᵥ triRho 2 = -2 := by
      rw [hdot]
      change ((0 : ℝ) - 0) * 6 + (0 - 1) * 2 + (0 - 0) * 1 = -2
      norm_num
    linarith

end

end LatticeDFTReconstruction
```

```lean
#print axioms LatticeDFTReconstruction.concave_energy_iff_cyclicallyMonotone
#print axioms LatticeDFTReconstruction.reconstruction_with_particle_number
#print axioms LatticeDFTReconstruction.pairwise_monotone
#print axioms LatticeDFTReconstruction.pairwise_not_sufficient
```

```
'LatticeDFTReconstruction.concave_energy_iff_cyclicallyMonotone' depends on axioms: [propext, Classical.choice, Quot.sound]
'LatticeDFTReconstruction.reconstruction_with_particle_number' depends on axioms: [propext, Classical.choice, Quot.sound]
'LatticeDFTReconstruction.pairwise_monotone' depends on axioms: [propext, Classical.choice, Quot.sound]
'LatticeDFTReconstruction.pairwise_not_sufficient' depends on axioms: [propext, Classical.choice, Quot.sound]
```
